# The Axilrod-Teller-Muto geometry factor from three dipole tensors

If the dispersion energy of three polarisable atoms is computed as a sum of pair energies, no term in it depends on all three positions jointly. When the dispersion energy is instead taken from the coupled-dipole model and expanded in powers of the dipole tensor, the first term that depends on all three positions contains the trace of a product of three dipole tensors, taken once around the triangle. In this form it does not show how its sign depends on the triangle's shape. For pairwise distinct atoms, the trace of this product can be written in terms of the side lengths and interior angles alone. The resulting geometry factor $1+3\cos A\cos B\cos C$, with $A,B,C$ the interior angles, appears in three-body dispersion corrections to electronic-structure calculations; here it is derived for point dipoles, without damping or retardation.

## Atoms, directions and dipole tensors

```lean
import Mathlib

open Matrix EuclideanGeometry

namespace AxilrodTellerMuto

noncomputable section
```

Atoms are points of three-dimensional Euclidean space.

```lean
/-- Positions of atoms in three-dimensional space. -/
abbrev Position := EuclideanSpace ℝ (Fin 3)
```

For points $p$ and $q$, write $R_{pq}$ for their distance, `dist p q`, and
$$n_{pq} = \frac{q-p}{R_{pq}}$$
for the direction from $p$ to $q$. In Lean this is a plain triple of real numbers, to which matrix operations apply directly.

```lean
/-- The unit vector pointing from `p` to `q`, for distinct points `p` and `q`. -/
def direction (p q : Position) : Fin 3 → ℝ :=
  fun a => (q a - p a) / dist p q
```

The angular part of the dipole-dipole interaction is the matrix $M(n) = 3\,n n^{T} - I$. The outer product $nn^T$ is `vecMulVec n n`.

```lean
/-- The angular factor `3 n nᵀ - I` of the dipole-dipole interaction. -/
def angularFactor (n : Fin 3 → ℝ) : Matrix (Fin 3) (Fin 3) ℝ :=
  (3 : ℝ) • vecMulVec n n - 1
```

The dipole tensor is $T_{pq} = M(n_{pq})/R_{pq}^3$. In Gaussian or atomic units, a dipole $\mu$ at $q$ produces the field $T_{pq}\,\mu$ at $p$.

```lean
/-- The dipole tensor `(3 n nᵀ - I) / R³` between distinct points `p` and `q`. -/
def dipoleTensor (p q : Position) : Matrix (Fin 3) (Fin 3) ℝ :=
  (1 / dist p q ^ 3) • angularFactor (direction p q)
```

Now give three atoms at $p_0, p_1, p_2$ the isotropic polarisabilities $\alpha_0, \alpha_1, \alpha_2$. The coupling matrix $K$ has the $3\times3$ blocks $K_{ij} = \alpha_i T_{ij}$ for $i \ne j$, where $T_{ij}$ is short for $T_{p_ip_j}$, and $K_{ii} = 0$. A block $K_{ij}$ turns the dipole on atom $j$ into the dipole that its field induces on atom $i$. Lean stores $K$ as a matrix whose entries are themselves matrices.

```lean
/-- The coupling matrix of three atoms with isotropic polarisabilities `α i`, at distinct
positions `p i`: its blocks are `α i • T i j`, and an atom does not couple to itself. -/
def couplingMatrix (α : Fin 3 → ℝ) (p : Fin 3 → Position) :
    Matrix (Fin 3) (Fin 3) (Matrix (Fin 3) (Fin 3) ℝ) :=
  Matrix.of fun i j => if i = j then 0 else α i • dipoleTensor (p i) (p j)
```

## (a) The length of a direction

Show that for $p \neq q$
$$n_{pq}\cdot n_{pq} = 1 .$$

By Pythagoras, $R_{pq}^2 = \sum_a (q_a-p_a)^2$, so
$$n_{pq}\cdot n_{pq} = \frac{\sum_a (q_a-p_a)^2}{R_{pq}^2} = \frac{R_{pq}^2}{R_{pq}^2} = 1 .$$

In the proof, `hs` is Pythagoras in coordinates, `field_simp` clears the denominator, and `linear_combination` inserts `hs`. The scalar product is written `⬝ᵥ`.

```lean
/-- The direction between two distinct points has unit length. -/
theorem direction_dot_self {p q : Position} (h : p ≠ q) :
    direction p q ⬝ᵥ direction p q = 1 := by
  have hd : dist p q ≠ 0 := dist_ne_zero.mpr h
  have hs : dist p q ^ 2 = (p 0 - q 0) ^ 2 + (p 1 - q 1) ^ 2 + (p 2 - q 2) ^ 2 := by
    rw [EuclideanSpace.dist_eq, Real.sq_sqrt (by positivity)]
    simp only [Fin.sum_univ_three, Real.dist_eq, sq_abs]
  simp only [dotProduct, direction, Fin.sum_univ_three]
  field_simp
  linear_combination -hs
```

## (b) Two successive sides

Walk from $p$ to $q$ and on to $r$. Show that the two directions satisfy
$$n_{pq}\cdot n_{qr} = -\cos\angle pqr ,$$
where $\angle pqr$ is the angle at $q$.

The angle at $q$ is measured between the vectors that leave $q$, namely $p-q$ and $r-q$. The first side of the walk runs the other way, which gives the sign:
$$n_{pq}\cdot n_{qr} = \frac{(q-p)\cdot(r-q)}{R_{pq}R_{qr}} = -\frac{(p-q)\cdot(r-q)}{R_{pq}R_{qr}} = -\cos\angle pqr .$$

Mathlib's `∠ p q r` is the unoriented angle, between $0$ and $\pi$. The `simp only` step replaces its cosine by the scalar product over the norms, and `ring` compares the two sides. The statement needs no distinctness: if two neighbouring points coincide, Lean's conventions give a zero direction and a right angle, so both sides vanish.

```lean
/-- The directions of the successive sides `p → q` and `q → r` have scalar product minus
the cosine of the angle at `q`. -/
theorem direction_dot_next (p q r : Position) :
    direction p q ⬝ᵥ direction q r = -Real.cos (∠ p q r) := by
  simp only [direction, dotProduct, EuclideanGeometry.angle, InnerProductGeometry.cos_angle,
    vsub_eq_sub, PiLp.inner_apply, Fin.sum_univ_three, PiLp.sub_apply, dist_eq_norm,
    RCLike.inner_apply, conj_trivial]
  rw [norm_sub_rev r q]
  ring
```

## (c) The cosines of a triangle's angles

Let $A+B+C=\pi$. Show that
$$\cos^2A+\cos^2B+\cos^2C+2\cos A\cos B\cos C = 1 .$$

Since $C=\pi-(A+B)$,
$$\cos C = -\cos(A+B) = \sin A\sin B-\cos A\cos B .$$
The two terms that contain $C$ combine to
$$\cos C\,(\cos C+2\cos A\cos B) = (\sin A\sin B-\cos A\cos B)(\sin A\sin B+\cos A\cos B),$$
which equals
$$\sin^2A\sin^2B-\cos^2A\cos^2B = (1-\cos^2A)(1-\cos^2B)-\cos^2A\cos^2B = 1-\cos^2A-\cos^2B .$$
Adding $\cos^2A+\cos^2B$ gives $1$.

Lean makes the same substitution for $C$. The final `linear_combination` uses $\sin^2+\cos^2=1$ once for $A$ and once for $B$.

```lean
/-- The cosines of three angles with sum `π` obey
`cos² A + cos² B + cos² C + 2 cos A cos B cos C = 1`. -/
theorem cos_sq_sum {A B C : ℝ} (h : A + B + C = Real.pi) :
    Real.cos A ^ 2 + Real.cos B ^ 2 + Real.cos C ^ 2
      + 2 * Real.cos A * Real.cos B * Real.cos C = 1 := by
  have hC : C = Real.pi - (A + B) := by linarith
  rw [hC, Real.cos_pi_sub, Real.cos_add]
  linear_combination Real.sin B ^ 2 * Real.sin_sq_add_cos_sq A
    + (1 - Real.cos A ^ 2) * Real.sin_sq_add_cos_sq B
```

## (d) The trace of three angular factors

For arbitrary vectors $u,v,w$ in $\mathbb R^3$, express the trace in scalar products:
$$\begin{aligned}\operatorname{tr}\big(M(u)M(v)M(w)\big) ={}& 27\,(u\cdot v)(v\cdot w)(w\cdot u)\\ &-9\big[(u\cdot v)^2+(v\cdot w)^2+(w\cdot u)^2\big]\\ &+3\,(u\cdot u+v\cdot v+w\cdot w)-3 .\end{aligned}$$

Multiplying out the three brackets gives
$$27\,uu^Tvv^Tww^T-9\,(uu^Tvv^T+uu^Tww^T+vv^Tww^T)+3\,(uu^T+vv^T+ww^T)-I .$$
The traces of the terms are
$$\operatorname{tr}(uu^T)=u\cdot u,\qquad \operatorname{tr}(uu^Tvv^T)=(u\cdot v)^2,$$
$$\operatorname{tr}(uu^Tvv^Tww^T)=(u\cdot v)(v\cdot w)(w\cdot u),\qquad \operatorname{tr}I=3,$$
and likewise for the other pairs and single vectors.

Lean writes both sides in the nine components of $u$, $v$ and $w$ and compares the polynomials with `ring`.

```lean
/-- The trace of a product of three angular factors, written in scalar products of the
three vectors. -/
theorem trace_angularFactor (u v w : Fin 3 → ℝ) :
    (angularFactor u * angularFactor v * angularFactor w).trace =
      27 * (u ⬝ᵥ v) * (v ⬝ᵥ w) * (w ⬝ᵥ u)
        - 9 * ((u ⬝ᵥ v) ^ 2 + (v ⬝ᵥ w) ^ 2 + (w ⬝ᵥ u) ^ 2)
        + 3 * (u ⬝ᵥ u + v ⬝ᵥ v + w ⬝ᵥ w) - 3 := by
  simp [angularFactor, Matrix.trace, Matrix.mul_apply, Fin.sum_univ_three, dotProduct,
    vecMulVec_apply, Matrix.one_apply]
  ring
```

## (e) Once around the triangle

Let $p_1,p_2,p_3$ be pairwise distinct, with angles $A,B,C$ at $p_1,p_2,p_3$ in this order, and abbreviate $T_{p_ip_j}$, $R_{p_ip_j}$ and $n_{p_ip_j}$ to $T_{ij}$, $R_{ij}$ and $n_{ij}$. Show that
$$\operatorname{tr}(T_{12}T_{23}T_{31})\,(R_{12}R_{23}R_{31})^3 = -3\,(1+3\cos A\cos B\cos C) .$$

Put $u=n_{12}$, $v=n_{23}$, $w=n_{31}$ in (d). By (a) all three have unit length, and by (b)
$$u\cdot v=-\cos B,\qquad v\cdot w=-\cos C,\qquad w\cdot u=-\cos A .$$
With $P=\cos A\cos B\cos C$, the trace of the angular factors is
$$-27P-9(\cos^2A+\cos^2B+\cos^2C)+9-3 .$$
By (c) the sum of squares is $1-2P$, so this becomes
$$-27P-9+18P+6 = -3-9P = -3(1+3P) .$$
Each tensor also carries a factor $1/R_{ij}^3$, and the product of these is cancelled by $(R_{12}R_{23}R_{31})^3$.

In the proof, `hsum` is (c) applied to the angle sum of the triangle, `key` is the calculation for the angular factors, and `field_simp` cancels the distances. The three hypotheses say only that the points are distinct. Collinear atoms are therefore included, with angles $0$, $0$ and $\pi$. The right-hand side is then $6$, whereas for an equilateral triangle it is $-33/8$: the sign depends on the shape.

```lean
/-- **Axilrod-Teller-Muto geometry factor.** For three pairwise distinct points, the trace of the
dipole tensors around the triangle, times the cube of the product of the three distances, is
`-3 (1 + 3 cos A cos B cos C)`, where `A`, `B`, `C` are the angles of the triangle at `p₁`, `p₂`,
`p₃`. -/
theorem trace_dipole_triangle {p₁ p₂ p₃ : Position}
    (h₁₂ : p₁ ≠ p₂) (h₂₃ : p₂ ≠ p₃) (h₃₁ : p₃ ≠ p₁) :
    (dipoleTensor p₁ p₂ * dipoleTensor p₂ p₃ * dipoleTensor p₃ p₁).trace
        * (dist p₁ p₂ * dist p₂ p₃ * dist p₃ p₁) ^ 3 =
      -3 * (1 + 3 * Real.cos (∠ p₃ p₁ p₂) * Real.cos (∠ p₁ p₂ p₃)
        * Real.cos (∠ p₂ p₃ p₁)) := by
  have d₁₂ : dist p₁ p₂ ≠ 0 := dist_ne_zero.mpr h₁₂
  have d₂₃ : dist p₂ p₃ ≠ 0 := dist_ne_zero.mpr h₂₃
  have d₃₁ : dist p₃ p₁ ≠ 0 := dist_ne_zero.mpr h₃₁
  -- the angle sum of the triangle removes the squared cosines
  have hsum := cos_sq_sum
    (EuclideanGeometry.angle_add_angle_add_angle_eq_pi p₃ h₁₂.symm)
  have key : (angularFactor (direction p₁ p₂) * angularFactor (direction p₂ p₃)
      * angularFactor (direction p₃ p₁)).trace =
      -3 * (1 + 3 * Real.cos (∠ p₃ p₁ p₂) * Real.cos (∠ p₁ p₂ p₃)
        * Real.cos (∠ p₂ p₃ p₁)) := by
    rw [trace_angularFactor, direction_dot_self h₁₂, direction_dot_self h₂₃,
      direction_dot_self h₃₁, direction_dot_next, direction_dot_next, direction_dot_next]
    linear_combination -9 * hsum
  -- the distances enter only as scalar prefactors
  simp only [dipoleTensor, Matrix.smul_mul, Matrix.mul_smul, Matrix.trace_smul, smul_eq_mul]
  rw [key]
  field_simp
```

## (f) Exchanging the two atoms

Show that
$$T_{qp}=T_{pq} .$$

The distance is the same in both directions, and $n_{qp}=-n_{pq}$. The two signs cancel in the outer product: $n_{qp}n_{qp}^T=n_{pq}n_{pq}^T$. Lean checks this entry by entry.

```lean
/-- The dipole tensor is the same seen from either atom. -/
theorem dipoleTensor_comm (p q : Position) : dipoleTensor q p = dipoleTensor p q := by
  ext a b
  simp only [dipoleTensor, angularFactor, direction, dist_comm q p, Matrix.smul_apply,
    Matrix.sub_apply, vecMulVec_apply, smul_eq_mul]
  ring
```

## (g) Transposing the tensor

Show that
$$T_{pq}^{T}=T_{pq} .$$

Both $nn^T$ and $I$ are symmetric, hence so is $(3nn^T-I)/R^3$. The step `hv` is the symmetry of the outer product.

```lean
/-- The dipole tensor is a symmetric matrix. -/
theorem dipoleTensor_transpose (p q : Position) : (dipoleTensor p q)ᵀ = dipoleTensor p q := by
  have hv : (vecMulVec (direction p q) (direction p q))ᵀ
      = vecMulVec (direction p q) (direction p q) := by
    ext a b
    simp only [Matrix.transpose_apply, vecMulVec_apply]
    ring
  simp only [dipoleTensor, angularFactor, Matrix.transpose_smul, Matrix.transpose_sub,
    Matrix.transpose_one, hv]
```

## (h) Closed paths of three steps

Let $K$ be a $3\times3$ matrix with $K_{ii}=0$, whose entries need not commute. Show that
$$\begin{aligned}\operatorname{tr}K^3={}&K_{01}K_{12}K_{20}+K_{02}K_{21}K_{10}+K_{12}K_{20}K_{01}\\&+K_{10}K_{02}K_{21}+K_{20}K_{01}K_{12}+K_{21}K_{10}K_{02} .\end{aligned}$$

By definition $\operatorname{tr}K^3=\sum_{i,j,k}K_{ij}K_{jk}K_{ki}$. A term vanishes if $i=j$, $j=k$ or $k=i$. What remains are the six orderings of the three sites: three starting points, each with two senses of travel.

The entries lie in an arbitrary ring `R`, so the statement applies when they are $3\times3$ blocks. For the same reason the proof ends with `noncomm_ring`, which keeps the order of the factors.

```lean
/-- For a three-site matrix without self-coupling, the trace of the cube is the sum over the
six closed paths that visit all three sites. -/
theorem trace_cube_closed_paths {R : Type*} [Ring R] (K : Matrix (Fin 3) (Fin 3) R)
    (h : ∀ i, K i i = 0) :
    (K * K * K).trace = K 0 1 * K 1 2 * K 2 0 + K 0 2 * K 2 1 * K 1 0
      + K 1 2 * K 2 0 * K 0 1 + K 1 0 * K 0 2 * K 2 1
      + K 2 0 * K 0 1 * K 1 2 + K 2 1 * K 1 0 * K 0 2 := by
  simp only [Matrix.trace, Matrix.diag_apply, Matrix.mul_apply, Fin.sum_univ_three, h]
  noncomm_ring
```

## (i) Three polarisable atoms

Take the coupling matrix $K$ of three atoms at distinct positions $p_0,p_1,p_2$, now with angles $A,B,C$ at these points in this order. Let $\operatorname{Tr}$ be the trace over all nine rows. Show that
$$\operatorname{Tr}(K^3)\,(R_{01}R_{12}R_{20})^3=-18\,\alpha_0\alpha_1\alpha_2\,(1+3\cos A\cos B\cos C) .$$

Every path in (h) leaves each site once, so every term carries the factor $\alpha_0\alpha_1\alpha_2$. Let $t=\operatorname{tr}(T_{01}T_{12}T_{20})$. The three paths in this sense of travel differ by a cyclic permutation and all have trace $t$. For the opposite sense, (f) and (g) give
$$T_{02}T_{21}T_{10}=T_{20}T_{12}T_{01}=(T_{01}T_{12}T_{20})^T ,$$
whose trace is again $t$, and its cyclic permutations agree with it. Hence $\operatorname{Tr}(K^3)=6\,\alpha_0\alpha_1\alpha_2\,t$, and (e) supplies the factor $-3$ for $t\,(R_{01}R_{12}R_{20})^3$.

In Lean, `Function.Injective p` says that the positions are distinct. The first `.trace` adds the diagonal blocks and the second takes the trace of the resulting $3\times3$ matrix. The step `hb` reverses a path by transposition, `hc` to `hf` move its starting point, and the last line uses (e) six times.

The polarisabilities are given real numbers, as at a single imaginary frequency. The Axilrod-Teller-Muto energy would further require the third-order prefactor of the coupled-dipole expansion and an integral over frequency, neither of which enters this theorem.

```lean
/-- For three polarisable atoms at distinct positions, the full trace of the cubed coupling matrix,
times the cube of the product of the distances, is `-18 α₀ α₁ α₂ (1 + 3 cos A cos B cos C)`, where
`A`, `B`, `C` are the angles of the triangle at `p 0`, `p 1`, `p 2`. -/
theorem trace_coupling_cube (α : Fin 3 → ℝ) {p : Fin 3 → Position}
    (hp : Function.Injective p) :
    (couplingMatrix α p * couplingMatrix α p * couplingMatrix α p).trace.trace
        * (dist (p 0) (p 1) * dist (p 1) (p 2) * dist (p 2) (p 0)) ^ 3 =
      -18 * (α 0 * α 1 * α 2) * (1 + 3 * Real.cos (∠ (p 2) (p 0) (p 1))
        * Real.cos (∠ (p 0) (p 1) (p 2)) * Real.cos (∠ (p 1) (p 2) (p 0))) := by
  have ht := trace_dipole_triangle (hp.ne (by decide : (0 : Fin 3) ≠ 1))
    (hp.ne (by decide : (1 : Fin 3) ≠ 2)) (hp.ne (by decide : (2 : Fin 3) ≠ 0))
  have hK : ∀ i j, i ≠ j → couplingMatrix α p i j = α i • dipoleTensor (p i) (p j) := by
    intro i j hij
    simp only [couplingMatrix, Matrix.of_apply, if_neg hij]
  rw [trace_cube_closed_paths _ (fun i => by simp [couplingMatrix]),
    hK 0 1 (by decide), hK 1 2 (by decide), hK 2 0 (by decide),
    hK 0 2 (by decide), hK 2 1 (by decide), hK 1 0 (by decide),
    dipoleTensor_comm (p 0) (p 1), dipoleTensor_comm (p 1) (p 2),
    dipoleTensor_comm (p 2) (p 0)]
  simp only [Matrix.smul_mul, Matrix.mul_smul, Matrix.trace_add, Matrix.trace_smul,
    smul_eq_mul]
  -- reversing a path transposes the product; changing its start permutes it cyclically
  have hb : (dipoleTensor (p 2) (p 0) * dipoleTensor (p 1) (p 2)
      * dipoleTensor (p 0) (p 1)).trace = (dipoleTensor (p 0) (p 1)
      * dipoleTensor (p 1) (p 2) * dipoleTensor (p 2) (p 0)).trace := by
    rw [← Matrix.trace_transpose]
    simp only [Matrix.transpose_mul, dipoleTensor_transpose, Matrix.mul_assoc]
  have hc := Matrix.trace_mul_cycle (dipoleTensor (p 1) (p 2)) (dipoleTensor (p 2) (p 0))
    (dipoleTensor (p 0) (p 1))
  have he := (Matrix.trace_mul_cycle (dipoleTensor (p 2) (p 0)) (dipoleTensor (p 0) (p 1))
    (dipoleTensor (p 1) (p 2))).trans hc
  have hf := (Matrix.trace_mul_cycle (dipoleTensor (p 1) (p 2)) (dipoleTensor (p 0) (p 1))
    (dipoleTensor (p 2) (p 0))).trans hb
  have hd := (Matrix.trace_mul_cycle (dipoleTensor (p 0) (p 1)) (dipoleTensor (p 2) (p 0))
    (dipoleTensor (p 1) (p 2))).trans hf
  rw [hb, hc, hd, he, hf]
  linear_combination 6 * (α 0 * α 1 * α 2) * ht

end

end AxilrodTellerMuto
```

```lean
#print axioms AxilrodTellerMuto.trace_dipole_triangle
#print axioms AxilrodTellerMuto.trace_coupling_cube
```

```
'AxilrodTellerMuto.trace_dipole_triangle' depends on axioms: [propext, Classical.choice, Quot.sound]
'AxilrodTellerMuto.trace_coupling_cube' depends on axioms: [propext, Classical.choice, Quot.sound]
```
